# With an $L$-Lipschitz derivative and data errors up to $d$, a difference step of $2\sqrt{d/L}$ keeps the slope error within $2\sqrt{dL}$

## How short should the probe step be?

Let $f$ be the residual of my self-consistent field (SCF) cycle as a function of the density vector $x$, and let $g$ be what the code returns for it, which is off by up to $d$ because the inner eigensolver stops at a tolerance. I estimate the response along a unit vector $u$ by $(g(x+hu)-g(x))/h$. Shortening $h$ helps at first and then makes things worse. I tried to understand this on $f(x)=Lx^2/2$ at the origin, but with exact values the error there is just $Lh/2$, and it vanishes with $h$. Is there a best $h$, and is an error bound that includes the noise ever reached, or is it merely pessimistic?

## Curvature error against noise error

Let $f:E\to F$ be a map between real normed spaces, for instance $\mathbb R^n$ to itself, with derivative $f'(x)$, a linear map that sends a direction $u$ to the slope $f'(x)u$. Two constants enter:

- $L$ bounds the change of the derivative: $\|f'(y)-f'(z)\|\le L\|y-z\|$. For an SCF residual it measures how fast the linear response changes with the density.
- $d$ bounds the data error: $\|g(y)-f(y)\|\le d$ for all $y$. It covers the error that the inner solver's early stop, quadrature and roundoff together leave in the returned residual, which is in general not the same number as the solver's stopping tolerance.

Throughout, $\|u\|=1$ and $h>0$. Write
$$B(h)=\frac{Lh}{2}+\frac{2d}{h},\qquad h_*=2\sqrt{d/L}.$$

For $L,d>0$ there is a best step for the bound, namely $h_*$, where $B(h_*)=2\sqrt{dL}$. The bound is reached, and your quadratic reaches it, but only when the noise is adverse. Exact values leave out the second term.

### The bound, its minimum and a case that reaches it

**Curvature.** Let $r(t)=f(x+tu)-f(x)-t\,f'(x)u$. Then $r(0)=0$ and $r'(t)=(f'(x+tu)-f'(x))u$, so $\|r'(t)\|\le L\|tu\|=Lt$ for $t\ge 0$. Integrating from $0$ to $h$ gives $\|r(h)\|\le Lh^2/2$.

**Noise.** With $e=g-f$, the error of the quotient is
$$\frac{g(x+hu)-g(x)}{h}-f'(x)u=\frac{r(h)+e(x+hu)-e(x)}{h}.$$
The triangle inequality bounds its norm by $(Lh^2/2+2d)/h=B(h)$.

**Minimum.** Let $L,d>0$. Since $Lh_*=2\sqrt{dL}$ and $Lh_*^2=4d$,
$$\frac{L}{2h}(h-h_*)^2=\frac{Lh}{2}-Lh_*+\frac{Lh_*^2}{2h}=B(h)-2\sqrt{dL}.$$
The left side is non-negative and vanishes only at $h=h_*$.

**A misjudged step.** For $h=c\,h_*$ with $c>0$, the two terms are $c\sqrt{dL}$ and $\sqrt{dL}/c$, so $B(c\,h_*)=(c+1/c)\sqrt{dL}$. A step ten times too long and one ten times too short both give $10.1\sqrt{dL}$, about five times the minimum. Moderate errors cost little: since $h_*$ depends on the square root of $d/L$, an estimate of this ratio that is wrong by a factor of 4 changes the step by a factor of 2 and gives $2.5\sqrt{dL}$, a quarter above the minimum.

**Adverse noise.** Take $f(x)=Lx^2/2$ on the line, and let the data be too low by $d$ at the origin and too high by $d$ everywhere else. The true slope at $0$ is zero, while
$$\frac{g(h)-g(0)}{h}=\frac{(Lh^2/2+d)-(-d)}{h}=B(h).$$
This one data set reaches the bound for every $h>0$. Knowing only $L$ and $d$, no choice of $h$ can guarantee this quotient an error below $2\sqrt{dL}$.

### The same statements in Lean

```lean
import Mathlib

open Set

namespace SecantNoise

noncomputable section

variable {E F : Type*} [NormedAddCommGroup E] [NormedSpace ℝ E]
  [NormedAddCommGroup F] [NormedSpace ℝ F]

/-- The map `f` has derivative `f'` everywhere, and `f'` is Lipschitz with constant `L`. -/
def HasLipschitzDeriv (f : E → F) (f' : E → E →L[ℝ] F) (L : ℝ) : Prop :=
  (∀ y, HasFDerivAt f (f' y) y) ∧ ∀ y z, ‖f' y - f' z‖ ≤ L * ‖y - z‖

/-- The difference quotient of the data `g` at `x` along `u` over the length `h ≠ 0`. -/
def secantSlope (g : E → F) (x u : E) (h : ℝ) : F := h⁻¹ • (g (x + h • u) - g x)

/-- The bound `L h / 2` on the curvature error plus the bound `2 d / h` on the noise error, for a
step `h > 0` along a unit vector. -/
def errorBound (L d h : ℝ) : ℝ := L * h / 2 + 2 * d / h

/-- The step length `2 √(d / L)`, for `L > 0` and `d ≥ 0`. -/
def optimalStep (L d : ℝ) : ℝ := 2 * Real.sqrt (d / L)

/-- The quadratic model `L x² / 2` on the line. -/
def quadModel (L x : ℝ) : ℝ := L * x ^ 2 / 2

/-- Multiplication by `L x`, as a linear map on the line. -/
def quadDeriv (L x : ℝ) : ℝ →L[ℝ] ℝ := (L * x) • (1 : ℝ →L[ℝ] ℝ)

/-- Data for the quadratic model, shifted by `-d` at the origin and by `d` elsewhere. -/
def adverseData (L d x : ℝ) : ℝ := quadModel L x + if x = 0 then -d else d

/-- The quadratic model has slope `L t` at `t`. -/
theorem quadModel_hasDerivAt (L t : ℝ) : HasDerivAt (quadModel L) (L * t) t := by
  have h := ((hasDerivAt_pow 2 t).const_mul L).div_const 2
  exact h.congr_deriv (by norm_num; ring)

/-- If the derivative of `f` is `L`-Lipschitz, the linear prediction over a length `h ≥ 0`
along a unit vector errs by at most `L h² / 2`. -/
theorem taylor_remainder_le {f : E → F} {f' : E → E →L[ℝ] F} {L h : ℝ}
    (hf : HasLipschitzDeriv f f' L) (x : E) {u : E} (hu : ‖u‖ = 1) (hh : 0 ≤ h) :
    ‖f (x + h • u) - f x - h • f' x u‖ ≤ L * h ^ 2 / 2 := by
  -- the remainder along the line and its derivative
  have hφ : ∀ t : ℝ, HasDerivAt (fun s : ℝ => f (x + s • u) - f x - s • f' x u)
      (f' (x + t • u) u - f' x u) t := by
    intro t
    have hline : HasDerivAt (fun s : ℝ => x + s • u) u t := by
      have h1 := ((hasDerivAt_id t).smul_const u).const_add x
      rw [one_smul] at h1
      exact h1
    have h2 : HasDerivAt (fun s : ℝ => s • f' x u) (f' x u) t := by
      have h1 := (hasDerivAt_id t).smul_const (f' x u)
      rw [one_smul] at h1
      exact h1
    have h3 := (hf.1 (x + t • u)).comp_hasDerivAt t hline
    exact (h3.sub_const (f x)).sub h2
  -- the Lipschitz condition bounds that derivative by `L t`
  have bound : ∀ t ∈ Ico (0 : ℝ) h, ‖f' (x + t • u) u - f' x u‖ ≤ L * t := by
    intro t ht
    calc ‖f' (x + t • u) u - f' x u‖ = ‖(f' (x + t • u) - f' x) u‖ := by simp
      _ ≤ ‖f' (x + t • u) - f' x‖ * ‖u‖ := ContinuousLinearMap.le_opNorm _ _
      _ ≤ L * ‖x + t • u - x‖ := by
        rw [hu, mul_one]
        exact hf.2 _ _
      _ = L * t := by
        rw [add_sub_cancel_left, norm_smul, hu, mul_one, Real.norm_of_nonneg ht.1]
  have key := image_norm_le_of_norm_deriv_right_le_deriv_boundary
    (fun t _ => (hφ t).continuousAt.continuousWithinAt)
    (fun t _ => (hφ t).hasDerivWithinAt)
    (by simp [quadModel]) (quadModel_hasDerivAt L) bound
  exact key ⟨hh, le_rfl⟩

/-- If the derivative of `f` is `L`-Lipschitz and the data `g` are within `d` of `f`, the
difference quotient of `g` over `h > 0` along a unit vector errs by at most
`L h / 2 + 2 d / h`. -/
theorem secant_error_le {f g : E → F} {f' : E → E →L[ℝ] F} {L d h : ℝ}
    (hf : HasLipschitzDeriv f f' L) (hg : ∀ y, ‖g y - f y‖ ≤ d)
    (x : E) {u : E} (hu : ‖u‖ = 1) (hh : 0 < h) :
    ‖secantSlope g x u h - f' x u‖ ≤ errorBound L d h := by
  -- split the error into the Taylor remainder and two noise terms
  have e : secantSlope g x u h - f' x u =
      h⁻¹ • ((f (x + h • u) - f x - h • f' x u) + (g (x + h • u) - f (x + h • u))
        - (g x - f x)) := by
    have hv : h⁻¹ • h • f' x u = f' x u := inv_smul_smul₀ hh.ne' _
    simp only [secantSlope, smul_sub, smul_add, hv]
    abel
  have N := (norm_sub_le (f (x + h • u) - f x - h • f' x u
      + (g (x + h • u) - f (x + h • u))) (g x - f x)).trans
    (add_le_add ((norm_add_le _ _).trans
      (add_le_add (taylor_remainder_le hf x hu hh.le) (hg _))) (hg x))
  have hi : 0 ≤ h⁻¹ := inv_nonneg.2 hh.le
  rw [e, norm_smul, Real.norm_of_nonneg hi]
  refine (mul_le_mul_of_nonneg_left N hi).trans (le_of_eq ?_)
  unfold errorBound
  field_simp
  ring

/-- For `L > 0` and `d ≥ 0`, the length `√(d / L)` times `L` is `√(d L)`, and its square
times `L` is `d`. -/
theorem noise_length {L d : ℝ} (hL : 0 < L) (hd : 0 ≤ d) :
    Real.sqrt (d * L) = L * Real.sqrt (d / L) ∧ d = L * Real.sqrt (d / L) ^ 2 := by
  constructor
  · have h : d * L = L ^ 2 * (d / L) := by field_simp
    rw [h, Real.sqrt_mul (sq_nonneg L), Real.sqrt_sq hL.le]
  · rw [Real.sq_sqrt (div_nonneg hd hL.le)]
    field_simp

/-- For `L, d, h > 0` the error bound is at least `2 √(d L)`, with equality exactly at the
step `h = 2 √(d / L)`. -/
theorem errorBound_minimal {L d h : ℝ} (hL : 0 < L) (hd : 0 < d) (hh : 0 < h) :
    2 * Real.sqrt (d * L) ≤ errorBound L d h ∧
      (errorBound L d h = 2 * Real.sqrt (d * L) ↔ h = optimalStep L d) := by
  -- complete the square
  have e : errorBound L d h =
      2 * Real.sqrt (d * L) + L / (2 * h) * (h - optimalStep L d) ^ 2 := by
    obtain ⟨h1, h2⟩ := noise_length hL hd.le
    unfold errorBound optimalStep
    rw [h1]
    generalize Real.sqrt (d / L) = s at h2 ⊢
    rw [h2]
    field_simp
    ring
  have hA : 0 < L / (2 * h) := by positivity
  rw [e]
  refine ⟨le_add_of_nonneg_right (mul_nonneg hA.le (sq_nonneg _)), fun h0 => ?_, fun h0 => ?_⟩
  · have h1 : L / (2 * h) * (h - optimalStep L d) ^ 2 = 0 := by linarith
    have h2 := (mul_eq_zero.1 h1).resolve_left hA.ne'
    exact sub_eq_zero.1 ((pow_eq_zero_iff two_ne_zero).1 h2)
  · rw [← h0]
    simp

/-- If the derivative of `f` is `L`-Lipschitz and the data are within `d` of `f`, with
`L, d > 0`, the difference quotient along a unit vector over the length `2 √(d / L)` errs by
at most `2 √(d L)`. -/
theorem secant_error_optimal {f g : E → F} {f' : E → E →L[ℝ] F} {L d : ℝ}
    (hL : 0 < L) (hd : 0 < d) (hf : HasLipschitzDeriv f f' L)
    (hg : ∀ y, ‖g y - f y‖ ≤ d) (x : E) {u : E} (hu : ‖u‖ = 1) :
    ‖secantSlope g x u (optimalStep L d) - f' x u‖ ≤ 2 * Real.sqrt (d * L) := by
  have hs : 0 < optimalStep L d :=
    mul_pos two_pos (Real.sqrt_pos.2 (div_pos hd hL))
  exact (secant_error_le hf hg x hu hs).trans_eq ((errorBound_minimal hL hd hs).2.2 rfl)

/-- For `L, d, c > 0`, a step that is `c` times the optimal one gives the error bound
`(c + 1 / c) √(d L)`. -/
theorem errorBound_scaled_step {L d c : ℝ} (hL : 0 < L) (hd : 0 < d) (hc : 0 < c) :
    errorBound L d (c * optimalStep L d) = (c + 1 / c) * Real.sqrt (d * L) := by
  obtain ⟨h1, h2⟩ := noise_length hL hd.le
  have hs : 0 < Real.sqrt (d / L) := Real.sqrt_pos.2 (div_pos hd hL)
  unfold errorBound optimalStep
  rw [h1]
  generalize Real.sqrt (d / L) = s at h2 hs ⊢
  rw [h2]
  field_simp

/-- For `L, d > 0` the quadratic model has an `L`-Lipschitz derivative, and the adverse data
are within `d` of it. -/
theorem quadModel_witness {L d : ℝ} (hL : 0 < L) (hd : 0 < d) :
    HasLipschitzDeriv (quadModel L) (quadDeriv L) L ∧
      ∀ y, ‖adverseData L d y - quadModel L y‖ ≤ d := by
  refine ⟨⟨fun y => ?_, fun y z => le_of_eq ?_⟩, fun y => ?_⟩
  · exact (quadModel_hasDerivAt L y).hasFDerivAt.congr_fderiv (by ext; simp [quadDeriv])
  · unfold quadDeriv
    rw [← sub_smul, norm_smul, norm_one, mul_one, ← mul_sub, norm_mul,
      Real.norm_of_nonneg hL.le]
  · unfold adverseData
    rw [add_sub_cancel_left]
    split_ifs
    · rw [norm_neg, Real.norm_of_nonneg hd.le]
    · rw [Real.norm_of_nonneg hd.le]

/-- For `L, d > 0`, the adverse data of the quadratic model attain the error bound at the
origin for every `h > 0`, so the error there is never below `2 √(d L)`. -/
theorem quadModel_attains_bound {L d h : ℝ} (hL : 0 < L) (hd : 0 < d) (hh : 0 < h) :
    ‖secantSlope (adverseData L d) 0 1 h - quadDeriv L 0 1‖ = errorBound L d h ∧
      2 * Real.sqrt (d * L) ≤ ‖secantSlope (adverseData L d) 0 1 h - quadDeriv L 0 1‖ := by
  -- the true slope at the origin vanishes
  have h0 : quadDeriv L 0 1 = 0 := by simp [quadDeriv]
  have e : secantSlope (adverseData L d) 0 1 h - quadDeriv L 0 1 = errorBound L d h := by
    rw [h0]
    simp only [secantSlope, adverseData, quadModel, errorBound, zero_add,
      smul_eq_mul, mul_one, if_neg hh.ne', ↓reduceIte, sub_zero]
    field_simp
    ring
  have hpos : 0 ≤ errorBound L d h := by
    unfold errorBound
    positivity
  rw [e, Real.norm_of_nonneg hpos]
  exact ⟨rfl, (errorBound_minimal hL hd hh).1⟩

end

end SecantNoise
```

```lean
#print axioms SecantNoise.secant_error_optimal
#print axioms SecantNoise.errorBound_scaled_step
#print axioms SecantNoise.quadModel_attains_bound
```

```
'SecantNoise.secant_error_optimal' depends on axioms: [propext, Classical.choice, Quot.sound]
'SecantNoise.errorBound_scaled_step' depends on axioms: [propext, Classical.choice, Quot.sound]
'SecantNoise.quadModel_attains_bound' depends on axioms: [propext, Classical.choice, Quot.sound]
```

### What the definitions and theorems say

`HasLipschitzDeriv f f' L` says that `f` has the Fréchet derivative `f' y` at every point `y`, and that `f'` is Lipschitz with constant `L` in the operator norm. The type `E →L[ℝ] F` is that of continuous linear maps, so `f' x u` is the exact slope along `u`. `secantSlope g x u h` is the quotient of the data, `errorBound L d h` is $B(h)$, and `optimalStep L d` is $h_*$.

The spaces `E` and `F` may have any dimension and any norm. The values of $L$ and $d$ depend on the norms chosen, and so does the meaning of a unit vector.

- `secant_error_le` is the bound $B(h)$ for every $h>0$.
- `errorBound_minimal` says that $B(h)\ge 2\sqrt{dL}$, with equality exactly when `h = optimalStep L d`.
- `secant_error_optimal` puts the two together at the best step.
- `errorBound_scaled_step` is the formula with $c+1/c$.
- `quadModel_witness` confirms that the quadratic and its data `adverseData` meet the hypotheses, and `quadModel_attains_bound` gives the equality at the origin for every $h>0$.

The noise is a worst-case bound, with no statistics: random errors that partly cancel will usually do better. The constants $L$ and $d$ are assumed, not derived from an SCF functional. The smoothness assumption can fail for a real residual, for example at zero temperature where an occupied and an empty level cross and the occupations jump. The Lipschitz condition and the noise bound are assumed on the whole space, although the calculation uses the first only along the segment from $x$ to $x+hu$ and the second only at its two ends.

For finite-difference Jacobian products, the result links the probe length to the error $d$ of the computed residual, within this model of uniformly bounded noise and a globally Lipschitz derivative. Reducing $d$ by a factor of 100 shortens the best step by a factor of 10 and lowers the guaranteed error by the same factor.

### How the Lean proofs carry out these steps

`taylor_remainder_le` is the curvature step. Its `hφ` differentiates $r$ by the chain rule along the line, and `bound` is the estimate $\|r'(t)\|\le Lt$. In place of an integral, a Mathlib comparison theorem is used: if $\|r'\|$ stays below the derivative of a scalar function that starts no lower than $\|r\|$, then $\|r\|$ stays below that function. The scalar function is `quadModel L`, whose slope $Lt$ comes from `quadModel_hasDerivAt`. The quadratic thus serves both as the comparison function here and as the extremal example later.

In `secant_error_le`, the equation `e` is the splitting into remainder and noise, and `N` is the triangle inequality with the three estimates inserted. Multiplying by $h^{-1}$ gives $B(h)$.

`noise_length` handles the square roots. With $s=\sqrt{d/L}$ it states that $\sqrt{dL}=Ls$ and $d=Ls^2$. In `errorBound_minimal`, `generalize` replaces the root by the letter $s$, after which the completed square is an identity between rational expressions that `field_simp` and `ring` settle. The inequality follows from the sign of the square, and uniqueness from the fact that a vanishing square has a vanishing base. `errorBound_scaled_step` uses the same substitution.

`secant_error_optimal` checks that $h_*>0$ and chains the two earlier theorems. For the example, `quadModel_witness` computes the norm of the difference of two derivatives, which is exactly $L|y-z|$, and treats the two cases of the shift separately. `quadModel_attains_bound` then evaluates the quotient as above and takes the lower bound from `errorBound_minimal`.

### Unequal error bounds at the two points

The same argument handles a base value known within $d_0$ and a probe value known within $d_1$, where $d_0+d_1>0$. The noise term becomes $(d_0+d_1)/h$, the best step is $\sqrt{2(d_0+d_1)/L}$, and the bound there is $\sqrt{2L(d_0+d_1)}$. Converging only the base point very tightly therefore lowers the best bound by at most a factor of $\sqrt2$ compared with $d_0=d_1$. This variant is derived here by hand and is not part of the Lean file.
